# A simple eigenvalue of a real symmetric matrix survives deletion of the first row and column exactly when its weight on the first basis vector vanishes

A Lanczos run on a tight-binding Hamiltonian $H$, started from one orbital, produces a tridiagonal matrix $T$, some of whose eigenvalues approximate levels of $H$. In floating-point arithmetic the Lanczos vectors lose orthogonality, and a long run without reorthogonalisation can give $T$ extra eigenvalues: further copies of converged levels, and values that are not close to any level. Which eigenvalues should the code keep?

The Cullum-Willoughby test looks for an answer in $T$ alone, by comparing its eigenvalues with those of $T$ without its first row and column. The algebra behind that comparison is an exact identity.

## Spectral weight as a determinant

Let $T$ be a real symmetric matrix with rows and columns numbered $0,\dots,n$ and eigenvalues $\theta_0,\dots,\theta_n$, counted with multiplicity. Let $T'$ be $T$ with row and column $a$ deleted, and let $s$ be a unit eigenvector for $\theta_i$. Its spectral weight on basis vector $a$ is the squared component $s_a^2$, which satisfies

$$s_a^2\prod_{j\ne i}(\theta_i-\theta_j)=\det(\theta_i-T').$$

If $\theta_i$ is simple, the product of gaps is nonzero. Taking $a=0$, we find that $\theta_i$ is an eigenvalue of $T'$ if and only if $s_0^2=0$.

## Where a Lanczos code uses it

The test rejects a numerically simple eigenvalue of $T$ that agrees with an eigenvalue of $T'$ to within a tolerance, and keeps numerically repeated ones. For a finite, non-interacting model in exact arithmetic, $s_0^2$ is the weight of $\theta_i$ in the Lanczos approximation to the local density of states of the starting orbital. A simple eigenvalue that matches exactly would therefore contribute nothing to that spectrum.

The tolerance is essential. If all elements directly above and below the diagonal of the tridiagonal $T$ are nonzero, $T$ and $T'$ have no eigenvalue in common, so a test for equality, applied to the exact eigenvalues, would never reject anything.

## Derivation from the adjugate

Choose an orthogonal $S$ with $TS=S\,\mathrm{diag}(\theta)$, and put $D=\mathrm{diag}(x-\theta_j)$. Then $x-T=SDS^{T}$. The adjugate reverses products, and orthogonality gives $\mathrm{adj}\,S=(\det S)S^T$ and $(\det S)^2=1$. Hence

$$\mathrm{adj}(x-T)=\mathrm{adj}(S^T)\,\mathrm{adj}(D)\,\mathrm{adj}(S)=S\,\mathrm{adj}(D)\,S^T,$$

where $\mathrm{adj}(D)$ is diagonal with entries $\prod_{j\ne k}(x-\theta_j)$. The $(a,a)$ entry of the left side is the cofactor $(-1)^{2a}\det(x-T')$, so

$$\det(x-T')=\sum_k S_{ak}^2\prod_{j\ne k}(x-\theta_j).$$

At $x=\theta_i$ every term with $k\ne i$ contains the factor $\theta_i-\theta_i=0$. What remains is $S_{ai}^2P_i$, with $P_i=\prod_{j\ne i}(\theta_i-\theta_j)$.

It remains to replace column $i$ of $S$ by the given $s$. If $P_i=0$, both sides of the identity vanish. If $P_i\ne0$, let $c=S^Ts$. Multiplying $Ts=\theta_i s$ by $S^T$ gives $(\theta_i-\theta_j)c_j=0$, so $c_j=0$ for $j\ne i$. Thus $s_b=S_{bi}c_i$ for every $b$. Both vectors have unit length, so $c_i^2=1$ and $s_a^2=S_{ai}^2$.

For the tridiagonal case, let all elements directly above and below the diagonal be nonzero, and suppose $Tv=xv$ and $v_0=0$. If $v_0,\dots,v_k$ vanish, row $k$ reads $T_{k,k+1}v_{k+1}=0$, so $v_{k+1}=0$; hence $v=0$. Now let $Ts=xs$ and $T'u=xu$ with $s,u\ne0$ and $a=0$, and set $w=(0,u)$. Rows $1,\dots,n$ of $Tw=xw$ hold. Symmetry gives $s^TTw=x\,s^Tw$, which reduces to $s_0(Tw)_0=0$. Since $s_0\ne0$, row $0$ holds as well. Then $w$ is an eigenvector with $w_0=0$, which forces $u=0$, a contradiction.

## Three sites, and a repeated level

Take a three-site chain with unit hopping and number the middle site $0$:

$$T=\begin{pmatrix}0&1&1\\1&0&0\\1&0&0\end{pmatrix},\qquad T'=\begin{pmatrix}0&0\\0&0\end{pmatrix}.$$

The eigenvalues of $T$ are $0$ and $\pm\sqrt2$. For $\sqrt2$ the unit eigenvector is $(\sqrt2,1,1)/2$, so the weight is $1/2$. The gaps multiply to $\sqrt2\cdot2\sqrt2=4$, and $\tfrac12\cdot4=2=\det(\sqrt2-T')$. For $0$ the unit eigenvector is $(0,1,-1)/\sqrt2$: the weight is zero, and $T'$ shares the eigenvalue. This does not conflict with the result for tridiagonal matrices, because $T$ is not tridiagonal in this numbering.

Without simplicity the equivalence between a shared eigenvalue and zero weight fails. For the $2\times2$ identity matrix and $s=(1,0)$ the weight is $1$, yet $T'=(1)$ has the same eigenvalue. In general a repeated eigenvalue is always shared, because every term of the sum above then contains a zero factor.

## The Lean file

```lean
import Mathlib

open Matrix

namespace CullumWilloughby

variable {n : ℕ}

/-- The matrix `T'` obtained from `T` by deleting row and column `a`. -/
def deleted (T : Matrix (Fin (n + 1)) (Fin (n + 1)) ℝ) (a : Fin (n + 1)) :
    Matrix (Fin n) (Fin n) ℝ :=
  T.submatrix a.succAbove a.succAbove

/-- The number `x` is an eigenvalue of `M`: some nonzero vector satisfies `M v = x v`. -/
def IsEigenvalue {m : ℕ} (M : Matrix (Fin m) (Fin m) ℝ) (x : ℝ) : Prop :=
  ∃ v : Fin m → ℝ, v ≠ 0 ∧ M *ᵥ v = x • v

/-- All entries above the first superdiagonal vanish and no entry on it does. A symmetric
matrix of this kind is an unreduced tridiagonal matrix. -/
def IsUnreduced (T : Matrix (Fin (n + 1)) (Fin (n + 1)) ℝ) : Prop :=
  (∀ i j : Fin (n + 1), i.val + 1 < j.val → T i j = 0) ∧
    ∀ i j : Fin (n + 1), i.val + 1 = j.val → T i j ≠ 0

/-- The eigenvalues of a matrix are the zeros of its characteristic determinant. -/
theorem isEigenvalue_iff_det {m : ℕ} (M : Matrix (Fin m) (Fin m) ℝ) (x : ℝ) :
    IsEigenvalue M x ↔ (x • (1 : Matrix (Fin m) (Fin m) ℝ) - M).det = 0 := by
  rw [← Matrix.exists_mulVec_eq_zero_iff]
  constructor
  · rintro ⟨v, hv, h⟩
    refine ⟨v, hv, ?_⟩
    rw [Matrix.sub_mulVec, Matrix.smul_mulVec, Matrix.one_mulVec, h, sub_self]
  · rintro ⟨v, hv, h⟩
    refine ⟨v, hv, ?_⟩
    rw [Matrix.sub_mulVec, Matrix.smul_mulVec, Matrix.one_mulVec] at h
    exact (sub_eq_zero.1 h).symm

variable {T : Matrix (Fin (n + 1)) (Fin (n + 1)) ℝ}

/-- A real symmetric matrix has an orthogonal matrix `S` of eigenvectors. -/
theorem exists_eigenframe (hT : T.IsHermitian) :
    ∃ S : Matrix (Fin (n + 1)) (Fin (n + 1)) ℝ,
      Sᵀ * S = 1 ∧ T * S = S * diagonal hT.eigenvalues := by
  refine ⟨(hT.eigenvectorUnitary : Matrix (Fin (n + 1)) (Fin (n + 1)) ℝ), ?_, ?_⟩
  · have h := Matrix.mem_unitaryGroup_iff'.1 hT.eigenvectorUnitary.2
    rwa [Matrix.star_eq_conjTranspose, Matrix.conjTranspose_eq_transpose_of_trivial] at h
  · ext k j
    have h := congrFun (hT.mulVec_eigenvectorBasis j) k
    rw [Matrix.mul_diagonal]
    simpa [Matrix.mul_apply, Matrix.mulVec, dotProduct, mul_comm] using h

/-- The characteristic determinant of `T'` is a sum over the eigenvectors of `T`, each weighted
by the square of its component `a`. -/
theorem det_deleted_eq_sum {S : Matrix (Fin (n + 1)) (Fin (n + 1)) ℝ} {θ : Fin (n + 1) → ℝ}
    (hS : Sᵀ * S = 1) (hTS : T * S = S * diagonal θ) (x : ℝ) (a : Fin (n + 1)) :
    (x • (1 : Matrix (Fin n) (Fin n) ℝ) - deleted T a).det =
      ∑ k, S a k ^ 2 * ∏ j ∈ Finset.univ.erase k, (x - θ j) := by
  have hS' : S * Sᵀ = 1 := mul_eq_one_comm.1 hS
  have hd : diagonal (fun j => x - θ j) =
      x • (1 : Matrix (Fin (n + 1)) (Fin (n + 1)) ℝ) - diagonal θ := by
    ext i j
    by_cases h : i = j
    · subst h
      simp
    · simp [h]
  have hfac : x • (1 : Matrix (Fin (n + 1)) (Fin (n + 1)) ℝ) - T =
      S * diagonal (fun j => x - θ j) * Sᵀ := by
    rw [hd, Matrix.mul_sub, Matrix.sub_mul, ← hTS, Matrix.mul_assoc T, hS', Matrix.mul_one,
      Matrix.mul_smul, Matrix.mul_one, Matrix.smul_mul, hS']
  have hadj : adjugate S = S.det • Sᵀ := by
    calc adjugate S = adjugate S * (S * Sᵀ) := by rw [hS', Matrix.mul_one]
      _ = S.det • Sᵀ := by
        rw [← Matrix.mul_assoc, Matrix.adjugate_mul, Matrix.smul_mul, Matrix.one_mul]
  have hdet : S.det * S.det = 1 := by
    have h := congrArg Matrix.det hS
    rwa [Matrix.det_mul, Matrix.det_transpose, Matrix.det_one] at h
  -- the adjugate is diagonal in the eigenvector basis
  have hA : adjugate (x • (1 : Matrix (Fin (n + 1)) (Fin (n + 1)) ℝ) - T) =
      S * diagonal (fun k => ∏ j ∈ Finset.univ.erase k, (x - θ j)) * Sᵀ := by
    rw [hfac, Matrix.adjugate_mul_distrib, Matrix.adjugate_mul_distrib,
      ← Matrix.adjugate_transpose, hadj, Matrix.adjugate_diagonal, Matrix.transpose_smul,
      Matrix.transpose_transpose, Matrix.smul_mul, Matrix.mul_smul, Matrix.mul_smul,
      smul_smul, hdet, one_smul, Matrix.mul_assoc]
  -- its diagonal entry is the minor that belongs to `T'`
  have hm : adjugate (x • (1 : Matrix (Fin (n + 1)) (Fin (n + 1)) ℝ) - T) a a =
      (x • (1 : Matrix (Fin n) (Fin n) ℝ) - deleted T a).det := by
    rw [Matrix.adjugate_fin_succ_eq_det_submatrix, Even.neg_one_pow ⟨(a : ℕ), rfl⟩, one_mul]
    congr 1
    ext i j
    simp [deleted, Matrix.one_apply]
  rw [← hm, hA, Matrix.mul_apply]
  refine Finset.sum_congr rfl fun k _ => ?_
  rw [Matrix.mul_diagonal, Matrix.transpose_apply]
  ring

/-- For a unit eigenvector `s` of `T` with eigenvalue `θ i`, the weight `s a ^ 2` times the
product of the gaps `θ i - θ j` equals the characteristic determinant of `T'` at `θ i`. -/
theorem weight_mul_prod_gap (hT : T.IsHermitian) (i : Fin (n + 1)) (s : Fin (n + 1) → ℝ)
    (hs : s ⬝ᵥ s = 1) (hTs : T *ᵥ s = hT.eigenvalues i • s) (a : Fin (n + 1)) :
    s a ^ 2 * ∏ j ∈ Finset.univ.erase i, (hT.eigenvalues i - hT.eigenvalues j) =
      (hT.eigenvalues i • (1 : Matrix (Fin n) (Fin n) ℝ) - deleted T a).det := by
  obtain ⟨S, hS, hTS⟩ := exists_eigenframe hT
  have hS' : S * Sᵀ = 1 := mul_eq_one_comm.1 hS
  have hTt : Tᵀ = T := by
    rw [← Matrix.conjTranspose_eq_transpose_of_trivial]
    exact hT
  -- at `x = θ i` only the term `k = i` survives
  rw [det_deleted_eq_sum hS hTS, Finset.sum_eq_single i
    (fun k _ hk => by
      rw [Finset.prod_eq_zero (Finset.mem_erase.2 ⟨hk.symm, Finset.mem_univ i⟩) (sub_self _),
        mul_zero])
    (fun h => absurd (Finset.mem_univ i) h)]
  by_cases hP : ∏ j ∈ Finset.univ.erase i, (hT.eigenvalues i - hT.eigenvalues j) = 0
  · rw [hP, mul_zero, mul_zero]
  -- otherwise `θ i` is simple and `s` is a multiple of column `i` of `S`
  have hST : Sᵀ * T = diagonal hT.eigenvalues * Sᵀ := by
    have h := congrArg Matrix.transpose hTS
    rwa [Matrix.transpose_mul, Matrix.transpose_mul, Matrix.diagonal_transpose, hTt] at h
  obtain ⟨c, hcdef⟩ : ∃ c, c = Sᵀ *ᵥ s := ⟨_, rfl⟩
  have hc : ∀ j, j ≠ i → c j = 0 := by
    intro j hj
    have h : ((Sᵀ * T) *ᵥ s) j = ((diagonal hT.eigenvalues * Sᵀ) *ᵥ s) j := by rw [hST]
    rw [← Matrix.mulVec_mulVec, ← Matrix.mulVec_mulVec, hTs, Matrix.mulVec_smul,
      Matrix.mulVec_diagonal, ← hcdef, Pi.smul_apply, smul_eq_mul] at h
    have hgap := Finset.prod_ne_zero_iff.1 hP j (Finset.mem_erase.2 ⟨hj, Finset.mem_univ j⟩)
    refine (mul_eq_zero.1 ?_).resolve_left hgap
    linear_combination h
  have hsa : ∀ b, s b = S b i * c i := by
    intro b
    calc s b = (S *ᵥ c) b := by rw [hcdef, Matrix.mulVec_mulVec, hS', Matrix.one_mulVec]
      _ = ∑ k, S b k * c k := rfl
      _ = S b i * c i := Finset.sum_eq_single i
          (fun k _ hk => by rw [hc k hk, mul_zero]) (fun h => absurd (Finset.mem_univ i) h)
  have hcol : ∑ b, S b i * S b i = 1 := by
    have h := congrFun (congrFun hS i) i
    rwa [Matrix.mul_apply, Matrix.one_apply_eq] at h
  have hci : c i ^ 2 = 1 := by
    rw [← hs, ← mul_one (c i ^ 2), ← hcol]
    simp only [dotProduct, Finset.mul_sum]
    refine Finset.sum_congr rfl fun b _ => ?_
    rw [hsa b]
    ring
  rw [hsa a, mul_pow, hci, mul_one]

/-- A simple eigenvalue of `T` is also an eigenvalue of `T` with first row and column deleted if and
only if its spectral weight `s 0 ^ 2` vanishes. -/
theorem cullum_willoughby_test (hT : T.IsHermitian) (i : Fin (n + 1))
    (hsimple : ∀ j, j ≠ i → hT.eigenvalues j ≠ hT.eigenvalues i) (s : Fin (n + 1) → ℝ)
    (hs : s ⬝ᵥ s = 1) (hTs : T *ᵥ s = hT.eigenvalues i • s) :
    IsEigenvalue (deleted T 0) (hT.eigenvalues i) ↔ s 0 ^ 2 = 0 := by
  have hP : ∏ j ∈ Finset.univ.erase i, (hT.eigenvalues i - hT.eigenvalues j) ≠ 0 :=
    Finset.prod_ne_zero_iff.2 fun j hj =>
      sub_ne_zero.2 (hsimple j (Finset.ne_of_mem_erase hj)).symm
  rw [isEigenvalue_iff_det, ← weight_mul_prod_gap hT i s hs hTs 0, mul_eq_zero,
    or_iff_left hP]

/-- A repeated eigenvalue of `T` is an eigenvalue of every `T'`. -/
theorem shared_of_repeated (hT : T.IsHermitian) {i j : Fin (n + 1)} (hij : j ≠ i)
    (h : hT.eigenvalues j = hT.eigenvalues i) (a : Fin (n + 1)) :
    IsEigenvalue (deleted T a) (hT.eigenvalues i) := by
  obtain ⟨S, hS, hTS⟩ := exists_eigenframe hT
  rw [isEigenvalue_iff_det, det_deleted_eq_sum hS hTS]
  refine Finset.sum_eq_zero fun k _ => mul_eq_zero_of_right _ ?_
  by_cases hk : k = i
  · exact Finset.prod_eq_zero (Finset.mem_erase.2 ⟨fun e => hij (e.trans hk),
      Finset.mem_univ j⟩) (sub_eq_zero.2 h.symm)
  · exact Finset.prod_eq_zero (Finset.mem_erase.2 ⟨Ne.symm hk, Finset.mem_univ i⟩) (sub_self _)

/-- For an unreduced `T`, a solution of `T v = x v` whose first component vanishes is zero. -/
theorem eq_zero_of_first_eq_zero (hU : IsUnreduced T) {v : Fin (n + 1) → ℝ} {x : ℝ}
    (hv : T *ᵥ v = x • v) (h0 : v 0 = 0) : v = 0 := by
  have key : ∀ k (hk : k < n + 1), v ⟨k, hk⟩ = 0 := by
    intro k
    induction k using Nat.strong_induction_on with
    | _ k ih =>
      intro hk
      rcases k with _ | k
      · exact h0
      · have hk' : k < n + 1 := by omega
        -- row `k` of the eigenvalue equation determines component `k + 1`
        have hrow : ∑ j, T ⟨k, hk'⟩ j * v j = x * v ⟨k, hk'⟩ := congrFun hv ⟨k, hk'⟩
        have hsum : ∑ j, T ⟨k, hk'⟩ j * v j = T ⟨k, hk'⟩ ⟨k + 1, hk⟩ * v ⟨k + 1, hk⟩ := by
          refine Finset.sum_eq_single _ (fun j _ hj => ?_)
            (fun h => absurd (Finset.mem_univ _) h)
          have hne : j.val ≠ k + 1 := fun h => hj (Fin.ext h)
          rcases lt_or_gt_of_ne hne with h | h
          · rw [show v j = 0 from ih j.val h j.isLt, mul_zero]
          · rw [hU.1 _ j h, zero_mul]
        rw [hsum, ih k (by omega) hk', mul_zero] at hrow
        exact (mul_eq_zero.1 hrow).resolve_left (hU.2 _ _ rfl)
  exact funext fun k => key k.val k.isLt

/-- An unreduced symmetric tridiagonal `T` shares no eigenvalue with the matrix left after
deleting its first row and column. -/
theorem not_shared_of_unreduced (hT : T.IsHermitian) (hU : IsUnreduced T)
    {x : ℝ} (hx : IsEigenvalue T x) : ¬ IsEigenvalue (deleted T 0) x := by
  obtain ⟨s, hs, hTs⟩ := hx
  rintro ⟨u, hu, hTu⟩
  have hTt : Tᵀ = T := by
    rw [← Matrix.conjTranspose_eq_transpose_of_trivial]
    exact hT
  -- extend the eigenvector of `T'` by a zero first component
  obtain ⟨w, hw0, hws⟩ : ∃ w : Fin (n + 1) → ℝ, w 0 = 0 ∧ ∀ j : Fin n, w j.succ = u j :=
    ⟨Fin.cons 0 u, rfl, fun _ => rfl⟩
  have hrow : ∀ i : Fin n, (T *ᵥ w) i.succ = x * w i.succ := by
    intro i
    have h := congrFun hTu i
    simp only [Matrix.mulVec, dotProduct, deleted, Matrix.submatrix_apply,
      Fin.zero_succAbove, Pi.smul_apply, smul_eq_mul] at h
    simp only [Matrix.mulVec, dotProduct, Fin.sum_univ_succ, hw0, hws, mul_zero, zero_add]
    exact h
  have hsym : s ⬝ᵥ (T *ᵥ w) = x * (s ⬝ᵥ w) := by
    rw [Matrix.dotProduct_mulVec, ← Matrix.mulVec_transpose, hTt, hTs, smul_dotProduct,
      smul_eq_mul]
  simp only [dotProduct, Fin.sum_univ_succ, hrow, hw0] at hsym
  have hsum : ∑ i : Fin n, s i.succ * (x * w i.succ) = x * ∑ i : Fin n, s i.succ * w i.succ := by
    rw [Finset.mul_sum]
    exact Finset.sum_congr rfl fun i _ => by ring
  have hp : s 0 * (T *ᵥ w) 0 = 0 := by linear_combination hsym - hsum
  have hs0 : s 0 ≠ 0 := fun h => hs (eq_zero_of_first_eq_zero hU hTs h)
  have hTw : T *ᵥ w = x • w := by
    funext i
    refine Fin.cases ?_ (fun i => hrow i) i
    rw [Pi.smul_apply, hw0, smul_zero]
    exact (mul_eq_zero.1 hp).resolve_left hs0
  have hw := eq_zero_of_first_eq_zero hU hTw hw0
  exact hu (funext fun j => by rw [← hws, hw]; rfl)

end CullumWilloughby
```

```lean
#print axioms CullumWilloughby.cullum_willoughby_test
-- 'CullumWilloughby.cullum_willoughby_test' depends on axioms: [propext, Classical.choice, Quot.sound]
#print axioms CullumWilloughby.shared_of_repeated
-- 'CullumWilloughby.shared_of_repeated' depends on axioms: [propext, Classical.choice, Quot.sound]
#print axioms CullumWilloughby.not_shared_of_unreduced
-- 'CullumWilloughby.not_shared_of_unreduced' depends on axioms: [propext, Classical.choice, Quot.sound]
```

## Exact algebra for the stored matrix, not a rounding analysis

`T` is a real matrix indexed by `Fin (n + 1)`, and `hT : T.IsHermitian` says that it is symmetric. `hT.eigenvalues` lists its eigenvalues with multiplicity. `deleted T a` is $T'$, `s ⬝ᵥ s = 1` fixes the normalisation, and `IsEigenvalue` requires a nonzero eigenvector. `IsUnreduced` constrains only the entries above the diagonal; symmetry supplies those below.

`weight_mul_prod_gap` is the identity, for every deleted index and without a simplicity assumption. `cullum_willoughby_test` adds `hsimple`, which says that no other index carries the same eigenvalue, and sets `a = 0`. Despite its name, it states the exact equivalence, not the numerical test with its tolerance. For a $1\times1$ matrix, $T'$ is empty, its determinant is $1$, and nothing is shared.

The proof follows the derivation:

- `isEigenvalue_iff_det` turns eigenvalues into zeros of a determinant, and `exists_eigenframe` takes $S$ from Mathlib's spectral theorem.
- `det_deleted_eq_sum` proves the weighted sum. Inside it, `hfac` factorises $x-T$, `hA` computes the adjugate and `hm` identifies its diagonal entry.
- `weight_mul_prod_gap` isolates term $i$ with `Finset.sum_eq_single`, then splits on whether the gap product vanishes. `cullum_willoughby_test` follows by cancelling the nonzero product.
- `shared_of_repeated` finds the zero factor in each term of the sum.
- `eq_zero_of_first_eq_zero` runs the recurrence by strong induction, and `not_shared_of_unreduced` uses it twice: for $s_0\ne0$ and for $w=0$.

These theorems apply to the matrix a code has stored, read as exact real numbers, and to its exact eigenpairs. They contain no Lanczos iteration, no $H$ and no rounding model. They therefore do not show that a rejected eigenvalue is spurious, that a kept one lies near a level of $H$, or which tolerance separates the two. Nor does a close but inexact match imply a small weight. For the $2\times2$ matrix with diagonal elements $1$ and small off-diagonal elements $\varepsilon>0$, the eigenvalues $1\pm\varepsilon$ both have weight $1/2$, yet each lies only $\varepsilon$ away from the eigenvalue $1$ of $T'$.
